# A section of nonzero Chern number has a zero in the Brillouin zone

## One band with one twist

Take an isolated band of a two-dimensional crystal, with crystal momentum in reduced coordinates \((x,y)\), so that the Brillouin zone is the unit square. Suppose that its Bloch vector returns with the extra phase \(e^{2\pi i y}\) when \(x\) advances by one, and unchanged when \(y\) does. Its overlap with a periodic trial orbital is then a complex function with the same behaviour. A simple function with this behaviour at the edges of the square is

\[
s(x,y)=(1-x)+x\,e^{2\pi i y}.
\]

For fixed \(x\), as \(y\) runs from 0 to 1, \(s\) traces a circle of centre \(1-x\) and radius \(x\). At \(x=0\) the circle is the point 1; at \(x=1\) it winds once around the origin. In between it has to cross the origin, and does so at \(x=y=\tfrac12\).

The general claim replaces one turn by \(C\) turns. Let \(C\) be a nonzero integer and \(f:\mathbb R^2\to\mathbb C\) continuous, with

\[
f(x+1,y)=e^{2\pi i C y}f(x,y),\qquad f(x,y+1)=f(x,y).
\]

Then \(f\) vanishes somewhere in the closed unit square. Such an \(f\) is a section of a line bundle over the Brillouin torus, and \(C\) is its Chern number, up to a sign set by the Berry-phase convention.

## Comparing logarithms at the four corners

Suppose that \(f\) has no zero on the closed square.

**A continuous logarithm exists.** By compactness \(|f|\ge m>0\), and there is a \(\delta>0\) such that \(|f(p)-f(q)|<m\) whenever the coordinates of \(p\) and \(q\) differ by less than \(\delta\). Choose \(n\) with \(1/(n+1)<\delta\) and set \(f_k(p)=f\!\left(\tfrac{k}{n+1}p\right)\). Then

\[
\left|\frac{f_{k+1}(p)}{f_k(p)}-1\right|=\frac{|f_{k+1}(p)-f_k(p)|}{|f_k(p)|}<1 ,
\]

so each ratio lies in the right half-plane, where the principal logarithm is continuous. The function

\[
L(p)=\operatorname{Log} f(0,0)+\sum_{k=0}^{n}\operatorname{Log}\frac{f_{k+1}(p)}{f_k(p)}
\]

is continuous, and the product telescopes to \(e^{L}=f_{n+1}=f\).

**A continuous multiple of \(2\pi i\) is constant.** If \(g\) is continuous on \([0,1]\) and \(e^{g}=1\), then \(g/(2\pi i)\) is continuous and integer-valued. Different values at the ends would force a half-integer in between, so \(g(1)=g(0)\).

**The corners give two answers.** Let the edges be related by continuous real phases,

\[
f(1,y)=e^{i\alpha(y)}f(0,y),\qquad f(x,1)=e^{i\beta(x)}f(x,0).
\]

Both \(L(1,y)-L(0,y)-i\alpha(y)\) and \(L(x,1)-L(x,0)-i\beta(x)\) have exponential 1. Equating their end values gives

\[
\begin{aligned}
i[\alpha(1)-\alpha(0)]&=L(1,1)-L(0,1)-L(1,0)+L(0,0)\\
&=i[\beta(1)-\beta(0)].
\end{aligned}
\]

For \(\alpha(y)=2\pi C y\) and \(\beta=0\) this reads \(2\pi C=0\), which contradicts \(C\neq0\).

**Periodicity in \(y\) matters.** The function \(f(x,y)=e^{2\pi i C x y}\) satisfies the first relation and has no zero. It obeys \(f(x,y+1)=e^{2\pi i C x}f(x,y)\), so periodicity in \(y\) up to a continuous phase is not enough. Here \(\alpha\) and \(\beta\) both advance by \(2\pi C\), and the two corner sums agree.

## The cell and its transition function in Lean

```lean
import Mathlib

open Set

namespace ChernSectionZero

noncomputable section
```

The square `cell` includes its boundary, and points are pairs of real numbers.

```lean
/-- The closed unit cell of the Brillouin torus, in reduced coordinates. -/
def cell : Set (ℝ × ℝ) := Icc (0 : ℝ) 1 ×ˢ Icc (0 : ℝ) 1
```

The factor picked up across the zone is `twist C y`, with `C` an integer.

```lean
/-- The transition function `exp (2 π i C y)` with winding number `C`. -/
def twist (C : ℤ) (y : ℝ) : ℂ := Complex.exp (2 * Real.pi * Complex.I * C * y)
```

The next lemma writes it as \(e^{i\theta}\) with the real angle \(\theta=2\pi C y\), the form used for edge phases.

```lean
/-- The transition function is a pure phase with angle `2 π C y`. -/
theorem twist_eq_phase (C : ℤ) (y : ℝ) :
    twist C y = Complex.exp (((2 * Real.pi * C * y : ℝ) : ℂ) * Complex.I) := by
  unfold twist
  congr 1
  push_cast
  ring
```

## Building the logarithm outwards from a corner

The statement asks for continuity and absence of zeros on the cell only. In the proof, `q` is a point where the modulus is smallest, so `‖f q‖` is the bound \(m\). The induction `key` adds one term of the sum for \(L\) at a time, with `a` and `b` standing for \(k/(n+1)\) and \((k+1)/(n+1)\). The step `hslit` is the half-plane estimate; it places the ratio in `Complex.slitPlane`, where the principal logarithm is continuous.

```lean
/-- A continuous function without zeros on the unit cell has a continuous logarithm there. -/
theorem exists_continuous_log {f : ℝ × ℝ → ℂ} (hf : ContinuousOn f cell)
    (h0 : ∀ p ∈ cell, f p ≠ 0) :
    ∃ L : ℝ × ℝ → ℂ, ContinuousOn L cell ∧ ∀ p ∈ cell, Complex.exp (L p) = f p := by
  have hK : IsCompact cell := isCompact_Icc.prod isCompact_Icc
  have hne : cell.Nonempty := ⟨(0, 0), ⟨by simp, by simp⟩⟩
  -- the modulus is bounded below, and `f` is uniformly continuous
  obtain ⟨q, hq, hmin⟩ := hK.exists_isMinOn hne hf.norm
  have hm := isMinOn_iff.mp hmin
  obtain ⟨δ, hδ, hu⟩ := Metric.uniformContinuousOn_iff.mp
    (hK.uniformContinuousOn_of_continuous hf) ‖f q‖ (norm_pos_iff.mpr (h0 q hq))
  obtain ⟨n, hn⟩ := exists_nat_one_div_lt hδ
  have hn0 : (0 : ℝ) < (n : ℝ) + 1 := by positivity
  have hs : ∀ t : ℝ, 0 ≤ t → t ≤ 1 → ∀ p ∈ cell, (t * p.1, t * p.2) ∈ cell := by
    intro t ht ht1 p hp
    obtain ⟨⟨a, b⟩, ⟨c, d⟩⟩ := hp
    exact ⟨⟨mul_nonneg ht a, mul_le_one₀ ht1 a b⟩, ⟨mul_nonneg ht c, mul_le_one₀ ht1 c d⟩⟩
  have hc : ∀ t : ℝ, 0 ≤ t → t ≤ 1 →
      ContinuousOn (fun p : ℝ × ℝ => f (t * p.1, t * p.2)) cell := by
    intro t ht ht1
    have hg : ContinuousOn (fun p : ℝ × ℝ => (t * p.1, t * p.2)) cell := by fun_prop
    exact hf.comp hg (fun p hp => hs t ht ht1 p hp)
  have aux : ∀ a b : ℂ, a ≠ 0 → a * (b / a) = b := fun a b h => by field_simp
  -- extend the logarithm outwards from the corner in `n + 1` small steps
  have key : ∀ k : ℕ, k ≤ n + 1 → ∃ L : ℝ × ℝ → ℂ, ContinuousOn L cell ∧ ∀ p ∈ cell,
      Complex.exp (L p) = f ((k : ℝ) / ((n : ℝ) + 1) * p.1, (k : ℝ) / ((n : ℝ) + 1) * p.2) := by
    intro k
    induction k with
    | zero =>
      intro _
      refine ⟨fun _ => Complex.log (f (0, 0)), continuousOn_const, fun p _ => ?_⟩
      rw [Complex.exp_log (h0 (0, 0) ⟨by simp, by simp⟩)]
      simp
    | succ k ih =>
      intro hk
      obtain ⟨L, hLc, hL⟩ := ih (by omega)
      have hkR : ((k + 1 : ℕ) : ℝ) ≤ (n : ℝ) + 1 := by exact_mod_cast hk
      have hkR' : (k : ℝ) ≤ (n : ℝ) + 1 := by push_cast at hkR; linarith
      have ha0 : 0 ≤ (k : ℝ) / ((n : ℝ) + 1) := by positivity
      have hb0 : 0 ≤ ((k + 1 : ℕ) : ℝ) / ((n : ℝ) + 1) := by positivity
      have ha1 := (div_le_one hn0).mpr hkR'
      have hb1 := (div_le_one hn0).mpr hkR
      have hab : ((k + 1 : ℕ) : ℝ) / ((n : ℝ) + 1) - (k : ℝ) / ((n : ℝ) + 1)
          = 1 / ((n : ℝ) + 1) := by push_cast; ring
      generalize (k : ℝ) / ((n : ℝ) + 1) = a at *
      generalize ((k + 1 : ℕ) : ℝ) / ((n : ℝ) + 1) = b at *
      have hd : ∀ x ∈ Icc (0 : ℝ) 1, dist (b * x) (a * x) < δ := by
        intro x hx
        have hp : 0 ≤ 1 / ((n : ℝ) + 1) := by positivity
        rw [Real.dist_eq, ← sub_mul, hab, abs_of_nonneg (mul_nonneg hp hx.1)]
        exact lt_of_le_of_lt (mul_le_of_le_one_right hp hx.2) hn
      have hA : ∀ p ∈ cell, f (a * p.1, a * p.2) ≠ 0 := fun p hp => h0 _ (hs a ha0 ha1 p hp)
      -- successive ratios stay in the right half-plane
      have hslit : ∀ p ∈ cell,
          f (b * p.1, b * p.2) / f (a * p.1, a * p.2) ∈ Complex.slitPlane := by
        intro p hp
        have h1 := hu _ (hs b hb0 hb1 p hp) _ (hs a ha0 ha1 p hp)
          (by rw [Prod.dist_eq]; exact max_lt (hd _ hp.1) (hd _ hp.2))
        rw [dist_eq_norm] at h1
        have h2 : ‖f (b * p.1, b * p.2) / f (a * p.1, a * p.2) - 1‖ < 1 := by
          rw [div_sub_one (hA p hp), norm_div, div_lt_one (norm_pos_iff.mpr (hA p hp))]
          exact lt_of_lt_of_le h1 (hm _ (hs a ha0 ha1 p hp))
        have h3 := (abs_lt.mp (lt_of_le_of_lt (Complex.abs_re_le_norm _) h2)).1
        rw [Complex.sub_re, Complex.one_re] at h3
        exact Complex.mem_slitPlane_iff.mpr (Or.inl (by linarith))
      refine ⟨fun p => L p + Complex.log (f (b * p.1, b * p.2) / f (a * p.1, a * p.2)),
        hLc.add (((hc b hb0 hb1).div (hc a ha0 ha1) hA).clog hslit), fun p hp => ?_⟩
      rw [Complex.exp_add, hL p hp,
        Complex.exp_log (div_ne_zero (h0 _ (hs b hb0 hb1 p hp)) (hA p hp))]
      exact aux _ _ (hA p hp)
  obtain ⟨L, hLc, hL⟩ := key (n + 1) le_rfl
  have h1 : ((n + 1 : ℕ) : ℝ) / ((n : ℝ) + 1) = 1 := by
    push_cast
    exact div_self hn0.ne'
  refine ⟨L, hLc, fun p hp => ?_⟩
  have h := hL p hp
  rw [h1, one_mul, one_mul] at h
  exact h
```

## Integers cannot drift

Here `hk` extracts the integer at each point. If the end values `m` and `n` differ, the intermediate value theorem supplies a point with value \(m+\tfrac12\) or \(n+\tfrac12\). This would make an even integer equal to an odd one, which `omega` rejects.

```lean
/-- If `g` is continuous on `[0, 1]` and `exp g = 1` there, then `g` agrees at both ends. -/
theorem endpoints_eq_of_exp_eq_one {g : ℝ → ℂ} (hg : ContinuousOn g (Icc 0 1))
    (h1 : ∀ t ∈ Icc (0 : ℝ) 1, Complex.exp (g t) = 1) : g 1 = g 0 := by
  have hk : ∀ t ∈ Icc (0 : ℝ) 1, ∃ k : ℤ, g t = k * (2 * Real.pi * Complex.I) ∧
      (g t).im / (2 * Real.pi) = k := by
    intro t ht
    obtain ⟨k, hk⟩ := Complex.exp_eq_one_iff.mp (h1 t ht)
    have him : (g t).im = k * (2 * Real.pi) := by rw [hk]; simp
    exact ⟨k, hk, by rw [him]; exact mul_div_cancel_right₀ _ (by positivity)⟩
  obtain ⟨m, hm, hm'⟩ := hk 0 (by simp)
  obtain ⟨n, hn, hn'⟩ := hk 1 (by simp)
  have hc : ContinuousOn (fun t => (g t).im / (2 * Real.pi)) (uIcc 0 1) := by
    rw [uIcc_of_le zero_le_one]
    exact (Complex.continuous_im.comp_continuousOn hg).div_const _
  have hivt := intermediate_value_uIcc hc
  simp only [hm', hn', uIcc_of_le (zero_le_one' ℝ)] at hivt
  -- distinct integers would force a half-integer value in between
  rcases lt_trichotomy m n with h | h | h
  · have h' : (m : ℝ) + 1 ≤ n := by exact_mod_cast h
    obtain ⟨t, ht, hv⟩ := hivt (show (m : ℝ) + 1 / 2 ∈ uIcc (m : ℝ) n from
      mem_uIcc.mpr (Or.inl ⟨by linarith, by linarith⟩))
    obtain ⟨k, -, hk'⟩ := hk t ht
    have e : (2 * k : ℝ) = 2 * m + 1 := by
      have hv' : (g t).im / (2 * Real.pi) = (m : ℝ) + 1 / 2 := hv
      linarith
    have e' : 2 * k = 2 * m + 1 := by exact_mod_cast e
    omega
  · rw [hm, hn, h]
  · have h' : (n : ℝ) + 1 ≤ m := by exact_mod_cast h
    obtain ⟨t, ht, hv⟩ := hivt (show (n : ℝ) + 1 / 2 ∈ uIcc (m : ℝ) n from
      mem_uIcc.mpr (Or.inr ⟨by linarith, by linarith⟩))
    obtain ⟨k, -, hk'⟩ := hk t ht
    have e : (2 * k : ℝ) = 2 * n + 1 := by
      have hv' : (g t).im / (2 * Real.pi) = (n : ℝ) + 1 / 2 := hv
      linarith
    have e' : 2 * k = 2 * n + 1 := by exact_mod_cast e
    omega
```

## Unequal edge phases force a zero

This theorem assumes the gluing relations only on the edges of the cell, with arbitrary continuous real phases `α` and `β`. The equalities `e1` and `e2` are the end-value comparisons for the two pairs of edges, and `linear_combination e2 - e1` subtracts them so that the corner values of `L` cancel.

```lean
/-- Let a continuous section on the unit cell have opposite edges related by continuous phases
`α` and `β`. If these phases advance by different amounts, the section has a zero in the cell. -/
theorem exists_zero_of_edge_phases {f : ℝ × ℝ → ℂ} {α β : ℝ → ℝ} (hf : ContinuousOn f cell)
    (hα : ContinuousOn α (Icc 0 1)) (hβ : ContinuousOn β (Icc 0 1))
    (hx : ∀ y ∈ Icc (0 : ℝ) 1, f (1, y) = Complex.exp (α y * Complex.I) * f (0, y))
    (hy : ∀ x ∈ Icc (0 : ℝ) 1, f (x, 1) = Complex.exp (β x * Complex.I) * f (x, 0))
    (hne : α 1 - α 0 ≠ β 1 - β 0) : ∃ p ∈ cell, f p = 0 := by
  by_contra hcon
  have h0 : ∀ p ∈ cell, f p ≠ 0 := fun p hp h => hcon ⟨p, hp, h⟩
  obtain ⟨L, hLc, hL⟩ := exists_continuous_log hf h0
  have i0 : (0 : ℝ) ∈ Icc (0 : ℝ) 1 := by simp
  have i1 : (1 : ℝ) ∈ Icc (0 : ℝ) 1 := by simp
  have aux : ∀ a b : ℂ, a ≠ 0 → b ≠ 0 → a * b / b / a = 1 := fun a b ha hb => by field_simp
  have cv : ∀ x ∈ Icc (0 : ℝ) 1, ContinuousOn (fun y : ℝ => L (x, y)) (Icc 0 1) := by
    intro x hx'
    have hg : ContinuousOn (fun y : ℝ => (x, y)) (Icc 0 1) := by fun_prop
    exact hLc.comp hg (fun y hy' => ⟨hx', hy'⟩)
  have ch : ∀ y ∈ Icc (0 : ℝ) 1, ContinuousOn (fun x : ℝ => L (x, y)) (Icc 0 1) := by
    intro y hy'
    have hg : ContinuousOn (fun x : ℝ => (x, y)) (Icc 0 1) := by fun_prop
    exact hLc.comp hg (fun x hx' => ⟨hx', hy'⟩)
  have cI : ∀ γ : ℝ → ℝ, ContinuousOn γ (Icc 0 1) →
      ContinuousOn (fun t => (γ t : ℂ) * Complex.I) (Icc 0 1) := fun γ hγ =>
    (Complex.continuous_ofReal.comp_continuousOn hγ).mul continuousOn_const
  -- compare logarithms across each pair of opposite edges
  have e1 := endpoints_eq_of_exp_eq_one
    (g := fun y => L (1, y) - L (0, y) - α y * Complex.I)
    (((cv 1 i1).sub (cv 0 i0)).sub (cI α hα)) (fun y hy' => by
      rw [Complex.exp_sub, Complex.exp_sub, hL _ ⟨i1, hy'⟩, hL _ ⟨i0, hy'⟩, hx y hy']
      exact aux _ _ (Complex.exp_ne_zero _) (h0 _ ⟨i0, hy'⟩))
  have e2 := endpoints_eq_of_exp_eq_one
    (g := fun x => L (x, 1) - L (x, 0) - β x * Complex.I)
    (((ch 1 i1).sub (ch 0 i0)).sub (cI β hβ)) (fun x hx' => by
      rw [Complex.exp_sub, Complex.exp_sub, hL _ ⟨hx', i1⟩, hL _ ⟨hx', i0⟩, hy x hx']
      exact aux _ _ (Complex.exp_ne_zero _) (h0 _ ⟨hx', i0⟩))
  apply hne
  apply Complex.ofReal_injective
  push_cast
  apply mul_right_cancel₀ Complex.I_ne_zero
  linear_combination e2 - e1
```

The theorem for \(C\ne0\) follows by inserting the two phases. It assumes continuity and both translation relations on the whole plane, but the proof uses continuity only on the cell, the relation under \(x\to x+1\) only at \(x=0\), and the relation under \(y\to y+1\) only at \(y=0\). The theorem gives at least one zero in the cell, with no statement about its position there or about the number of zeros.

```lean
/-- A continuous function on the plane that is periodic in `y` and gains the factor
`exp (2 π i C y)` under `x → x + 1`, with `C ≠ 0`, has a zero in the unit cell. -/
theorem exists_zero_of_chern_ne_zero {C : ℤ} (hC : C ≠ 0) {f : ℝ × ℝ → ℂ} (hf : Continuous f)
    (hx : ∀ x y, f (x + 1, y) = twist C y * f (x, y))
    (hy : ∀ x y, f (x, y + 1) = f (x, y)) : ∃ p ∈ cell, f p = 0 := by
  refine exists_zero_of_edge_phases (α := fun y => 2 * Real.pi * C * y) (β := fun _ => 0)
    hf.continuousOn (by fun_prop) continuousOn_const (fun y _ => ?_) (fun x _ => ?_) ?_
  · have h := hx 0 y
    rw [zero_add, twist_eq_phase] at h
    exact h
  · have h := hy x 0
    rw [zero_add] at h
    simp [h]
  · simp [Real.pi_ne_zero, hC]
```

## Overlaps with trial orbitals

For a single band with \(C\neq0\), this is the obstruction met when Wannier functions are constructed by projection: the phase of the projected trial orbital is undefined where the overlap vanishes.

In Lean, `u` and `v` take values in one fixed complex inner product space `E`, of any dimension, as for a tight-binding model whose Bloch Hamiltonian is periodic in momentum. Neither needs to be normalised. The expression `inner ℂ (v p) (u p)` is \(\langle v|u\rangle\), linear in `u`, so the overlap inherits the twist and the previous theorem applies.

The twisted boundary condition on `u` is a hypothesis. Passing from a Chern number computed by integrating Berry curvature to a continuous gauge of this form is a separate step, taken here as given.

```lean
/-- Let continuous Bloch vectors `u` be periodic in `y` and gain the factor `exp (2 π i C y)`
under `x → x + 1`, with `C ≠ 0`. Their overlap with any continuous periodic family of trial
orbitals `v` vanishes somewhere in the unit cell. -/
theorem exists_trial_overlap_zero {E : Type*} [NormedAddCommGroup E] [InnerProductSpace ℂ E]
    {C : ℤ} (hC : C ≠ 0) {u v : ℝ × ℝ → E} (hu : Continuous u) (hv : Continuous v)
    (hux : ∀ x y, u (x + 1, y) = twist C y • u (x, y)) (huy : ∀ x y, u (x, y + 1) = u (x, y))
    (hvx : ∀ x y, v (x + 1, y) = v (x, y)) (hvy : ∀ x y, v (x, y + 1) = v (x, y)) :
    ∃ p ∈ cell, inner ℂ (v p) (u p) = 0 :=
  exists_zero_of_chern_ne_zero hC (f := fun p => inner ℂ (v p) (u p)) (hv.inner hu)
    (fun x y => by simp only [hux, hvx, inner_smul_right])
    (fun x y => by simp only [huy, hvy])
```

## The interpolating section and its zeros

The function \(s\) of the opening, with \(C\) turns, is `modelSection`.

```lean
/-- A model section on the unit cell, interpolating linearly in `x` from `1` to the
transition function. -/
def modelSection (C : ℤ) (p : ℝ × ℝ) : ℂ := (1 - p.1) + p.1 * twist C p.2
```

It satisfies the edge relations for every \(C\), so it is a concrete instance for the edge-phase theorem when \(C\ne0\). Away from the edges it need not obey the twisted relation under \(x\to x+1\).

```lean
/-- The model section is continuous, its edges `x = 0` and `x = 1` are related by
`exp (2 π i C y)`, and its edges `y = 0` and `y = 1` agree. -/
theorem modelSection_witness (C : ℤ) : Continuous (modelSection C) ∧
    (∀ y, modelSection C (1, y) = twist C y * modelSection C (0, y)) ∧
    (∀ x, modelSection C (x, 1) = modelSection C (x, 0)) := by
  refine ⟨by unfold modelSection twist; fun_prop, fun y => by simp [modelSection], fun x => ?_⟩
  have h1 : twist C 1 = 1 :=
    Complex.exp_eq_one_iff.mpr ⟨C, by push_cast; ring⟩
  have h2 : twist C 0 = 1 := by simp [twist]
  simp only [modelSection, h1, h2]
```

To find the zeros, write \(w=e^{2\pi i C y}\). The equation \((1-x)+xw=0\) gives \(xw=x-1\), and since \(|w|=1\), \(|x|=|x-1|\). Hence \(x=\tfrac12\), and then \(w=-1\); the converse is substitution. Lean takes norms in `h2` and squares them in `h3` to obtain the same value of \(x\). Solving \(w=-1\) for \(y\) gives \(|C|\) zeros in the cell, a count that the lemma leaves to the reader.

```lean
/-- The model section vanishes exactly where `x = 1/2` and the transition function is `-1`. -/
theorem modelSection_eq_zero_iff (C : ℤ) (x y : ℝ) :
    modelSection C (x, y) = 0 ↔ x = 1 / 2 ∧ twist C y = -1 := by
  have hu : ‖twist C y‖ = 1 := by rw [twist_eq_phase, Complex.norm_exp_ofReal_mul_I]
  simp only [modelSection]
  constructor
  · intro h
    -- equal moduli of the two terms fix `x`
    have h1 : (x : ℂ) * twist C y = ((x - 1 : ℝ) : ℂ) := by
      push_cast
      linear_combination h
    have h2 := congrArg norm h1
    rw [norm_mul, hu, mul_one, Complex.norm_real, Complex.norm_real, Real.norm_eq_abs,
      Real.norm_eq_abs] at h2
    have h3 := (sq_eq_sq_iff_abs_eq_abs x (x - 1)).mpr h2
    have hx : x = 1 / 2 := by nlinarith
    refine ⟨hx, ?_⟩
    rw [hx] at h
    push_cast at h
    linear_combination 2 * h
  · rintro ⟨hx, ht⟩
    rw [hx, ht]
    push_cast
    ring

end

end ChernSectionZero
```

```lean
#print axioms ChernSectionZero.exists_zero_of_chern_ne_zero
#print axioms ChernSectionZero.exists_trial_overlap_zero
#print axioms ChernSectionZero.modelSection_eq_zero_iff
```

```
'ChernSectionZero.exists_zero_of_chern_ne_zero' depends on axioms: [propext, Classical.choice, Quot.sound]
'ChernSectionZero.exists_trial_overlap_zero' depends on axioms: [propext, Classical.choice, Quot.sound]
'ChernSectionZero.modelSection_eq_zero_iff' depends on axioms: [propext, Classical.choice, Quot.sound]
```
